# Any M + 1 distinct real solutions of a quasiparticle equation with M self-energy poles of positive strength are all its real solutions

The theorem `roots_complete` concerns the scalar quasiparticle equation x = e + ∑ⱼ bⱼ/(x − dⱼ), with a real starting energy e and a self-energy that has finitely many real poles dⱼ, M in number, with strengths bⱼ > 0. It says that if `w` lists M + 1 real roots in strictly increasing order, none of them at a pole, then every real root x away from the poles is in the list; that such a list exists is assumed. The proof counts the poles below x and takes the root in the list with that number as its index, counted from zero, which by `polesBelow_root` has equally many poles below it. If the two roots differed, `start_lt_of_root_lt` would give e < e, so they are equal.

In Lean, a first try:

```lean
import Mathlib

open Matrix

namespace RootsComplete

noncomputable section

variable {M : ℕ} {d b : Fin M → ℝ} {e e' s x y : ℝ} {w w' : Fin (M + 1) → ℝ}

/-- The self-energy with poles `d j` and strengths `b j`, for frequencies `x` away from
all poles. -/
def selfEnergy (d b : Fin M → ℝ) (x : ℝ) : ℝ := ∑ j, b j / (x - d j)

/-- `x` is not a pole and solves the quasiparticle equation with starting energy `e`. -/
def IsRoot (d b : Fin M → ℝ) (e x : ℝ) : Prop :=
  (∀ j, x ≠ d j) ∧ x = e + selfEnergy d b x

/-- `w` lists `M + 1` roots of the quasiparticle equation in strictly increasing order. -/
def OrderedRoots (d b : Fin M → ℝ) (e : ℝ) (w : Fin (M + 1) → ℝ) : Prop :=
  StrictMono w ∧ ∀ i, IsRoot d b e (w i)

/-- The number of self-energy poles below the frequency `x`. -/
def polesBelow (d : Fin M → ℝ) (x : ℝ) : ℕ := (Finset.univ.filter (fun j => d j < x)).card

/-- For positive strengths, the self-energy does not increase between two frequencies that
are not poles and have equally many poles below them. -/
theorem selfEnergy_le (hb : ∀ j, 0 < b j) (hx : ∀ j, x ≠ d j) (hy : ∀ j, y ≠ d j)
    (hxy : x < y) (h : polesBelow d x = polesBelow d y) :
    selfEnergy d b y ≤ selfEnergy d b x := by
  have hsub : Finset.univ.filter (fun j => d j < x) ⊆
      Finset.univ.filter (fun j => d j < y) := by
    intro j hj
    simp only [Finset.mem_filter, Finset.mem_univ, true_and] at hj ⊢
    exact hj.trans hxy
  have heq := Finset.eq_of_subset_of_card_le hsub h.ge
  have hside : ∀ j, d j < x ↔ d j < y := fun j => by
    simpa using Finset.ext_iff.1 heq j
  refine Finset.sum_le_sum fun j _ => ?_
  -- both frequencies lie on the same side of each pole
  have hp : 0 < (x - d j) * (y - d j) := by
    rcases lt_or_gt_of_ne (hx j) with h1 | h1
    · have h2 : y < d j :=
        lt_of_le_of_ne (not_lt.1 fun h2 => lt_asymm h1 ((hside j).2 h2)) (hy j)
      exact mul_pos_of_neg_of_neg (by linarith) (by linarith)
    · exact mul_pos (by linarith) (by linarith)
  rw [← sub_nonneg, div_sub_div _ _ (sub_ne_zero.2 (hx j)) (sub_ne_zero.2 (hy j))]
  exact div_nonneg (by nlinarith [mul_pos (hb j) (sub_pos.2 hxy)]) hp.le

/-- For positive strengths, of two roots with equally many poles below them, the higher one
belongs to the higher starting energy. -/
theorem start_lt_of_root_lt (hb : ∀ j, 0 < b j) (hx : IsRoot d b e x)
    (hy : IsRoot d b e' y) (hxy : x < y) (h : polesBelow d x = polesBelow d y) :
    e < e' := by
  linarith [selfEnergy_le hb hx.1 hy.1 hxy h, hx.2, hy.2]

/-- For positive strengths, exactly `i` poles lie below the ordered root number `i`,
counted from zero. -/
theorem polesBelow_root (hb : ∀ j, 0 < b j) (hw : OrderedRoots d b e w)
    (i : Fin (M + 1)) : polesBelow d (w i) = i := by
  have hN : ∀ i j, i < j → polesBelow d (w i) < polesBelow d (w j) := by
    intro i j hij
    have hlt := hw.1 hij
    refine lt_of_le_of_ne (Finset.card_le_card ?_) fun h =>
      lt_irrefl e (start_lt_of_root_lt hb (hw.2 i) (hw.2 j) hlt h)
    intro k hk
    simp only [Finset.mem_filter, Finset.mem_univ, true_and] at hk ⊢
    exact hk.trans hlt
  have hM : ∀ i, polesBelow d (w i) ≤ M := fun i =>
    (Finset.card_filter_le _ _).trans (by simp)
  -- the count grows by at least one per root, from at least `0` to at most `M`
  have hlow : ∀ (n : ℕ) (hn : n < M + 1), n ≤ polesBelow d (w ⟨n, hn⟩) := by
    intro n
    induction n with
    | zero => exact fun _ => Nat.zero_le _
    | succ n ih =>
      intro hn
      have h1 := ih (by omega)
      have h2 := hN ⟨n, by omega⟩ ⟨n + 1, hn⟩ (Fin.lt_def.2 (Nat.lt_succ_self n))
      exact Nat.succ_le_of_lt (lt_of_le_of_lt h1 h2)
  have hupp : ∀ (k : ℕ) (j : Fin (M + 1)), (j : ℕ) + k = M →
      polesBelow d (w j) + k ≤ M := by
    intro k
    induction k with
    | zero => exact fun j _ => hM j
    | succ k ih =>
      intro j hj
      have hj' : (j : ℕ) + 1 < M + 1 := by omega
      have h1 := ih ⟨(j : ℕ) + 1, hj'⟩ (by change (j : ℕ) + 1 + k = M; omega)
      have h2 := hN j ⟨(j : ℕ) + 1, hj'⟩ (Fin.lt_def.2 (Nat.lt_succ_self (j : ℕ)))
      omega
  have hi := i.isLt
  have h1 : (i : ℕ) ≤ polesBelow d (w i) := hlow i hi
  have h2 := hupp (M - (i : ℕ)) i (by omega)
  omega

/-- For positive strengths, a list of `M + 1` ordered roots contains every root. -/
theorem roots_complete (hb : ∀ j, 0 < b j) (hw : OrderedRoots d b e w)
    (hx : IsRoot d b e x) : ∃ i, w i = x := by
  have hM : polesBelow d x ≤ M := (Finset.card_filter_le _ _).trans (by simp)
  have h := polesBelow_root hb hw ⟨polesBelow d x, Nat.lt_succ_of_le hM⟩
  refine ⟨_, le_antisymm (not_lt.1 fun hl => ?_) (not_lt.1 fun hl => ?_)⟩
  · exact lt_irrefl e (start_lt_of_root_lt hb hx (hw.2 _) hl h.symm)
  · exact lt_irrefl e (start_lt_of_root_lt hb (hw.2 _) hx hl h)

end

end RootsComplete
```

Messages:

```
Main.lean:102:13: error: don't know how to synthesize implicit argument `a`
  @le_antisymm ℝ Real.partialOrder (w ?m.53) x (not_lt.mp fun hl => ?m.65) (not_lt.mp fun hl => ?m.74)
context:
M : ℕ
d b : Fin M → ℝ
e x : ℝ
w : Fin (M + 1) → ℝ
hb : ∀ (j : Fin M), 0 < b j
hw : OrderedRoots d b e w
hx : IsRoot d b e x
hM : polesBelow d x ≤ M
h : polesBelow d (w ⟨polesBelow d x, ⋯⟩) = ↑⟨polesBelow d x, ⋯⟩
⊢ ℝ
Main.lean:102:50: error: don't know how to synthesize implicit argument `b`
  @Iff.mp (¬w ?m.53 < x) (x ≤ w ?m.53) not_lt fun hl => ?m.74
context:
M : ℕ
d b : Fin M → ℝ
e x : ℝ
w : Fin (M + 1) → ℝ
hb : ∀ (j : Fin M), 0 < b j
hw : OrderedRoots d b e w
hx : IsRoot d b e x
hM : polesBelow d x ≤ M
h : polesBelow d (w ⟨polesBelow d x, ⋯⟩) = ↑⟨polesBelow d x, ⋯⟩
⊢ Prop
Main.lean:102:50: error: don't know how to synthesize implicit argument `a`
  @Iff.mp (¬w ?m.53 < x) (x ≤ w ?m.53) not_lt fun hl => ?m.74
context:
M : ℕ
d b : Fin M → ℝ
e x : ℝ
w : Fin (M + 1) → ℝ
hb : ∀ (j : Fin M), 0 < b j
hw : OrderedRoots d b e w
hx : IsRoot d b e x
hM : polesBelow d x ≤ M
h : polesBelow d (w ⟨polesBelow d x, ⋯⟩) = ↑⟨polesBelow d x, ⋯⟩
⊢ Prop
Main.lean:102:63: error(lean.inferBinderTypeFailed): Failed to infer type of binder `hl`
Main.lean:102:57: error: don't know how to synthesize placeholder
context:
M : ℕ
d b : Fin M → ℝ
e x : ℝ
w : Fin (M + 1) → ℝ
hb : ∀ (j : Fin M), 0 < b j
hw : OrderedRoots d b e w
hx : IsRoot d b e x
hM : polesBelow d x ≤ M
h : polesBelow d (w ⟨polesBelow d x, ⋯⟩) = ↑⟨polesBelow d x, ⋯⟩
⊢ ℝ
Main.lean:102:26: error: don't know how to synthesize implicit argument `b`
  @Iff.mp (¬x < w ?m.53) (w ?m.53 ≤ x) not_lt fun hl => ?m.65
context:
M : ℕ
d b : Fin M → ℝ
e x : ℝ
w : Fin (M + 1) → ℝ
hb : ∀ (j : Fin M), 0 < b j
hw : OrderedRoots d b e w
hx : IsRoot d b e x
hM : polesBelow d x ≤ M
h : polesBelow d (w ⟨polesBelow d x, ⋯⟩) = ↑⟨polesBelow d x, ⋯⟩
⊢ Prop
Main.lean:102:26: error: don't know how to synthesize implicit argument `a`
  @Iff.mp (¬x < w ?m.53) (w ?m.53 ≤ x) not_lt fun hl => ?m.65
context:
M : ℕ
d b : Fin M → ℝ
e x : ℝ
w : Fin (M + 1) → ℝ
hb : ∀ (j : Fin M), 0 < b j
hw : OrderedRoots d b e w
hx : IsRoot d b e x
hM : polesBelow d x ≤ M
h : polesBelow d (w ⟨polesBelow d x, ⋯⟩) = ↑⟨polesBelow d x, ⋯⟩
⊢ Prop
Main.lean:102:39: error(lean.inferBinderTypeFailed): Failed to infer type of binder `hl`
Main.lean:102:33: error: don't know how to synthesize placeholder
context:
M : ℕ
d b : Fin M → ℝ
e x : ℝ
w : Fin (M + 1) → ℝ
hb : ∀ (j : Fin M), 0 < b j
hw : OrderedRoots d b e w
hx : IsRoot d b e x
hM : polesBelow d x ≤ M
h : polesBelow d (w ⟨polesBelow d x, ⋯⟩) = ↑⟨polesBelow d x, ⋯⟩
⊢ ℝ
Main.lean:102:10: error: don't know how to synthesize placeholder for argument `w`
context:
M : ℕ
d b : Fin M → ℝ
e x : ℝ
w : Fin (M + 1) → ℝ
hb : ∀ (j : Fin M), 0 < b j
hw : OrderedRoots d b e w
hx : IsRoot d b e x
hM : polesBelow d x ≤ M
h : polesBelow d (w ⟨polesBelow d x, ⋯⟩) = ↑⟨polesBelow d x, ⋯⟩
⊢ Fin (M + 1)
Main.lean:99:44: error: unsolved goals
M : ℕ
d b : Fin M → ℝ
e x : ℝ
w : Fin (M + 1) → ℝ
hb : ∀ (j : Fin M), 0 < b j
hw : OrderedRoots d b e w
hx : IsRoot d b e x
hM : polesBelow d x ≤ M
h : polesBelow d (w ⟨polesBelow d x, ⋯⟩) = ↑⟨polesBelow d x, ⋯⟩
⊢ ∃ i, w i = x
```

The change, after which it compiles:

```diff
@@ -100,5 +100,6 @@
   have hM : polesBelow d x ≤ M := (Finset.card_filter_le _ _).trans (by simp)
   have h := polesBelow_root hb hw ⟨polesBelow d x, Nat.lt_succ_of_le hM⟩
-  refine ⟨_, le_antisymm (not_lt.1 fun hl => ?_) (not_lt.1 fun hl => ?_)⟩
+  refine ⟨⟨polesBelow d x, Nat.lt_succ_of_le hM⟩,
+    le_antisymm (not_lt.1 fun hl => ?_) (not_lt.1 fun hl => ?_)⟩
   · exact lt_irrefl e (start_lt_of_root_lt hb hx (hw.2 _) hl h.symm)
   · exact lt_irrefl e (start_lt_of_root_lt hb (hw.2 _) hx hl h)
```

What went wrong. The `refine` gives the index of the root as `_`, which Lean must work out while elaborating that line. The expected type only asks for `w _ = x`, which doesn't determine the index, and the two proofs that might have done so are postponed as `?_`. The hypothesis `h` does mention the right index, but Lean doesn't search the context to fill a `_`.

The message that names the cause is the one ending in `⊢ Fin (M + 1)`. Those about implicit arguments, the other placeholders and the type of `hl` follow from it, since all of these contain the unknown `w ?m.53`. As the `refine` fails, the original goal is reported as unsolved.

The repair writes out the index, `⟨polesBelow d x, Nat.lt_succ_of_le hM⟩`, the same one as in `h`. Both inequalities `hl` then have definite types, and `h` supplies the equal pole counts that the last two lines need. The new line break is mere layout.
